# A muffin-tin sphere fits in a convex polyhedral cell with unit face normals exactly when its radius is at most every face gap

Q: In an augmented-plane-wave or multiple-scattering calculation I put a sphere around each nucleus and expand in radial functions times spherical harmonics inside it. If each atom has been given a convex polyhedral cell, a Wigner–Seitz or Voronoi cell say, I choose to keep the sphere inside it; this is more than non-overlap alone demands, since spheres of unequal radius can cross a bisecting plane without overlapping. My rule is that the radius may not exceed the distance from the centre to any face plane. You tell me this rule has been proved in Lean. I doubt that a statement about abstract vectors says the same thing. What is the argument in ordinary notation?

A: Write $\langle a,b\rangle$ for the scalar product and $\|a\|$ for the length. Take one face with outward normal $n$, of any length for now, and offset $h$, so that the allowed side is $\langle n,x\rangle\le h$. Take the closed ball with centre $c$ and radius $R\ge 0$. For a point $x$ of the ball, the Cauchy–Schwarz inequality and $\|x-c\|\le R$ give

$$\langle n,x\rangle=\langle n,c\rangle+\langle n,x-c\rangle\le\langle n,c\rangle+\|n\|\,\|x-c\|\le\langle n,c\rangle+R\|n\|.$$

So $R\|n\|\le h-\langle n,c\rangle$ is enough for the ball to lie on the allowed side. It is also necessary. For $n\neq 0$ the point $x^*=c+(R/\|n\|)\,n$ has $\|x^*-c\|=R$, so it is in the ball, and

$$\langle n,x^*\rangle=\langle n,c\rangle+\frac{R}{\|n\|}\|n\|^2=\langle n,c\rangle+R\|n\|,$$

which must be at most $h$. A convex cell with faces labelled by $i$, normals $n_i$ and offsets $h_i$ is the intersection of its half-spaces, and a ball lies in an intersection exactly when it lies in each member. With $\|n_i\|=1$ the condition becomes $R\le h_i-\langle n_i,c\rangle$ for every $i$.

Q: In which space do these vectors live? I want three dimensions.

A: The type `E` is any real inner-product space, and ordinary three-dimensional space is one instance. No dimension is fixed because the argument uses none. The types `ι` and `κ` label faces, and `⟪n i, x⟫_ℝ` is $\langle n_i,x\rangle$.

```lean
import Mathlib

open Metric
open scoped InnerProductSpace

namespace MuffinTinRadius

noncomputable section

variable {E : Type*} [NormedAddCommGroup E] [InnerProductSpace ℝ E] {ι κ : Type*}
```

The cell is the set of points satisfying all face inequalities. The convention is that normals point outward and that the faces belong to the cell.

```lean
/-- The polyhedral cell of all points `x` with `⟪n i, x⟫ ≤ h i` for every face `i`. -/
def cell (n : ι → E) (h : ι → ℝ) : Set E := {x | ∀ i, ⟪n i, x⟫_ℝ ≤ h i}
```

The face gap is $g_i(c)=h_i-\langle n_i,c\rangle$. For a unit normal it is the signed distance from $c$ to the plane $\langle n_i,x\rangle=h_i$, positive on the allowed side.

```lean
/-- The gap `h i - ⟪n i, c⟫` between the centre `c` and face `i`. -/
def faceGap (n : ι → E) (h : ι → ℝ) (c : E) (i : ι) : ℝ := h i - ⟪n i, c⟫_ℝ
```

For finitely many faces, at least one, `inscribedRadius n h c` is $\rho(c)=\min_i g_i(c)$. At this point the name is only a name for the minimum, and it is negative when $c$ is outside the cell.

```lean
/-- The smallest face gap of the centre `c` over finitely many faces. -/
def inscribedRadius [Fintype ι] [Nonempty ι] (n : ι → E) (h : ι → ℝ) (c : E) : ℝ :=
  Finset.univ.inf' Finset.univ_nonempty (faceGap n h c)
```

Q: That `cell` is not my cell. It need not be bounded, it may be empty, and it knows nothing of a lattice.

A: All true. The statements hold for any family of half-spaces, finite and non-empty where the smallest gap is used, so they hold for a bounded cell as a special case. That the cells of a crystal fill space, or that they come from bisecting planes, is neither assumed nor derived; the normals and offsets are inputs. The result bears on electronic structure as a geometric constraint on spheres confined to convex flat-faced cells, and it says nothing about non-convex cells, curved cell boundaries, schemes with deliberately overlapping spheres, or which admissible radius gives good basis convergence.

The first lemma is the displayed chain of inequalities. In its proof `h1` is Cauchy–Schwarz for $x-c$, expanded by `inner_sub_right`, `h2` is $\|x-c\|\le R$, `h3` multiplies that by $\|n\|\ge0$, and `linarith` adds them.

```lean
/-- On the ball of radius `R` about `c` the scalar product with `n` exceeds that of the centre by at
most `R ‖n‖`. -/
theorem inner_le_of_mem_ball (n : E) {c x : E} {R : ℝ} (hx : x ∈ closedBall c R) :
    ⟪n, x⟫_ℝ ≤ ⟪n, c⟫_ℝ + R * ‖n‖ := by
  -- Cauchy-Schwarz for the displacement from the centre
  have h1 := real_inner_le_norm n (x - c)
  rw [inner_sub_right] at h1
  have h2 : ‖x - c‖ ≤ R := mem_closedBall_iff_norm.mp hx
  have h3 := mul_le_mul_of_nonneg_left h2 (norm_nonneg n)
  linarith
```

The second settles one face. The fact `hmem` places `c + (R / ‖n‖) • n` in the ball, `hx` is the face inequality at that point, and `e` is the cancellation $(R/\|n\|)\|n\|^2=R\|n\|$. The zero normal is treated separately, since $x^*$ is not available: both sides then reduce to $0\le h$, and the centre serves as the test point. The reverse direction is the first lemma combined with the assumed inequality.

```lean
/-- For a normal `n` of any length, the ball of radius `R ≥ 0` about `c` lies in the half-space
`⟪n, x⟫ ≤ h` exactly when `R ‖n‖ ≤ h - ⟪n, c⟫`. -/
theorem ball_subset_halfspace_iff (n c : E) (h : ℝ) {R : ℝ} (hR : 0 ≤ R) :
    closedBall c R ⊆ {x | ⟪n, x⟫_ℝ ≤ h} ↔ R * ‖n‖ ≤ h - ⟪n, c⟫_ℝ := by
  constructor
  · intro hsub
    by_cases hn : n = 0
    · have hc : ⟪n, c⟫_ℝ ≤ h := hsub (mem_closedBall_self hR)
      have h0 : ‖n‖ = 0 := by rw [hn, norm_zero]
      rw [h0]
      linarith
    · -- the point of the ball farthest along `n`
      have hpos : 0 < ‖n‖ := norm_pos_iff.mpr hn
      have hmem : c + (R / ‖n‖) • n ∈ closedBall c R := by
        rw [mem_closedBall_iff_norm, add_sub_cancel_left, norm_smul,
          Real.norm_of_nonneg (div_nonneg hR hpos.le), div_mul_cancel₀ _ hpos.ne']
      have hx : ⟪n, c + (R / ‖n‖) • n⟫_ℝ ≤ h := hsub hmem
      rw [inner_add_right, real_inner_smul_right, real_inner_self_eq_norm_sq] at hx
      have e : R / ‖n‖ * ‖n‖ ^ 2 = R * ‖n‖ := by
        rw [pow_two, ← mul_assoc, div_mul_cancel₀ _ hpos.ne']
      linarith
  · intro hle x hx
    have h1 := inner_le_of_mem_ball n hx
    show ⟪n, x⟫_ℝ ≤ h
    linarith
```

Q: Why is `hR : 0 ≤ R` written out? A radius is never negative.

A: In Lean `R` is a real number, and `closedBall c R` is empty for negative `R`. The empty set lies in every half-space, while the inequality can still fail, for instance when $c$ is far outside. The hypothesis restores the physical meaning of a radius. The value $R=0$ is allowed: the ball is the single point $c$, and the criterion says that $c$ is on the allowed side.

The main theorem reads: if every normal has length one (`hn`) and $R\ge0$, then `closedBall c R ⊆ cell n h ↔ ∀ i, R ≤ faceGap n h c i`. The hypothesis `hn` is what makes each gap a length. The index type is arbitrary here, so finitely many faces are covered, and with no faces at all the cell is the whole space and both sides hold. In the proof, `key` is the one-face result with $\|n_i\|=1$ inserted, and the two branches exchange the order of "for every point" and "for every face".

```lean
/-- For unit face normals, the closed ball of radius `R ≥ 0` about `c` lies in the cell exactly when
`R ≤ h i - ⟪n i, c⟫` for every face `i`. -/
theorem ball_subset_cell_iff (n : ι → E) (h : ι → ℝ) (hn : ∀ i, ‖n i‖ = 1) (c : E) {R : ℝ}
    (hR : 0 ≤ R) :
    closedBall c R ⊆ cell n h ↔ ∀ i, R ≤ faceGap n h c i := by
  -- the cell is the intersection of its half-spaces
  have key : ∀ i, closedBall c R ⊆ {x | ⟪n i, x⟫_ℝ ≤ h i} ↔ R ≤ faceGap n h c i := by
    intro i
    rw [ball_subset_halfspace_iff (n i) c (h i) hR, hn i, mul_one, faceGap]
  constructor
  · intro hsub i
    exact (key i).mp fun x hx => hsub hx i
  · intro hle x hx i
    exact (key i).mpr (hle i) hx
```

Q: Here is my real objection. The gap is a distance to an infinite plane, but the face is a finite polygon. The foot of the perpendicular from $c$ may miss the polygon. Is the criterion then too strict?

A: It is an equivalence, so for a convex cell it is neither too strict nor too loose. The geometry behind this appears in the next three statements, all for finitely many faces. The first only says that $R\le\rho(c)$ means $R\le g_i(c)$ for all $i$.

```lean
/-- A number is at most the smallest face gap exactly when it is at most every face gap. -/
theorem le_inscribedRadius_iff [Fintype ι] [Nonempty ι] (n : ι → E) (h : ι → ℝ) (c : E)
    (R : ℝ) : R ≤ inscribedRadius n h c ↔ ∀ i, R ≤ faceGap n h c i := by
  unfold inscribedRadius
  rw [Finset.le_inf'_iff]
  exact ⟨fun H i => H i (Finset.mem_univ i), fun H i _ => H i⟩
```

Now assume `hc : c ∈ cell n h`, that is, the nucleus sits in its own cell. Then every gap is non-negative, so $\rho(c)\ge0$, which is `h0`. `IsGreatest` says two things: $\rho(c)$ is an admissible radius, and every admissible radius is at most $\rho(c)$. The first follows from the main theorem read right to left with $\rho\le g_i$, the second from reading it left to right.

```lean
/-- For finitely many unit normals and a centre inside the cell, the smallest face gap is the
greatest radius whose ball about that centre lies in the cell. -/
theorem inscribedRadius_isGreatest [Fintype ι] [Nonempty ι] (n : ι → E) (h : ι → ℝ)
    (hn : ∀ i, ‖n i‖ = 1) {c : E} (hc : c ∈ cell n h) :
    IsGreatest {R : ℝ | 0 ≤ R ∧ closedBall c R ⊆ cell n h} (inscribedRadius n h c) := by
  have h0 : 0 ≤ inscribedRadius n h c :=
    (le_inscribedRadius_iff n h c 0).mpr fun i => sub_nonneg.mpr (hc i)
  refine ⟨⟨h0, ?_⟩, ?_⟩
  · exact (ball_subset_cell_iff n h hn c h0).mpr ((le_inscribedRadius_iff n h c _).mp le_rfl)
  · rintro R ⟨hR, hsub⟩
    exact (le_inscribedRadius_iff n h c R).mpr ((ball_subset_cell_iff n h hn c hR).mp hsub)
```

A finite minimum is attained at some face $i$, so $\rho=h_i-\langle n_i,c\rangle$ with $\rho=\rho(c)$; this is `hi'`. The point $c+\rho\,n_i$ is at distance $\rho\|n_i\|=\rho$ from $c$, which is `hs`. It is in the ball, hence in the cell by `hsub`. And $\langle n_i,c+\rho\,n_i\rangle=\langle n_i,c\rangle+\rho=h_i$, so it is on the plane.

```lean
/-- For finitely many unit normals, with `ρ` the smallest face gap of a centre in the cell, there is
a face `i` for which the point `c + ρ n i` lies on the sphere of radius `ρ`, in the cell, and on the
plane of face `i`. -/
theorem inscribed_sphere_touches_face [Fintype ι] [Nonempty ι] (n : ι → E) (h : ι → ℝ)
    (hn : ∀ i, ‖n i‖ = 1) {c : E} (hc : c ∈ cell n h) :
    ∃ i, c + inscribedRadius n h c • n i ∈ sphere c (inscribedRadius n h c) ∧
      c + inscribedRadius n h c • n i ∈ cell n h ∧
      ⟪n i, c + inscribedRadius n h c • n i⟫_ℝ = h i := by
  obtain ⟨⟨h0, hsub⟩, -⟩ := inscribedRadius_isGreatest n h hn hc
  -- the face at which the minimum is attained
  obtain ⟨i, -, hi⟩ :=
    Finset.exists_mem_eq_inf' (Finset.univ_nonempty (α := ι)) (faceGap n h c)
  have hi' : inscribedRadius n h c = h i - ⟪n i, c⟫_ℝ := hi
  have hs : c + inscribedRadius n h c • n i ∈ sphere c (inscribedRadius n h c) := by
    rw [mem_sphere_iff_norm, add_sub_cancel_left, norm_smul, Real.norm_of_nonneg h0, hn i,
      mul_one]
  refine ⟨i, hs, hsub (sphere_subset_closedBall hs), ?_⟩
  rw [inner_add_right, real_inner_smul_right, real_inner_self_eq_norm_sq, hn i, hi']
  ring
```

For the plane with the smallest gap, then, the foot of the perpendicular does lie in the cell and on that plane, which is what lying on the face means. A plane whose foot misses the cell is never the one that limits the radius. The theorem gives one touching face and does not say how many there are.

Q: For an empty sphere at an interstitial site I am free to move the centre. Does anything here help?

A: With the normals and offsets held fixed, the function $\rho$ is concave in the centre. In a Voronoi construction the bisecting planes move when the centre moves, and that case is not covered. For points $x,y$ and weights $a,b\ge0$ with $a+b=1$, each gap is affine:

$$g_i(ax+by)=h_i-a\langle n_i,x\rangle-b\langle n_i,y\rangle=a\,g_i(x)+b\,g_i(y),$$

using $h_i=(a+b)h_i$. Since $g_i(x)\ge\rho(x)$ and $g_i(y)\ge\rho(y)$, every $g_i(ax+by)$ is at least $a\rho(x)+b\rho(y)$, and so is their minimum. In the proof `e` is the affine identity, with `linear_combination (-(h i)) * hab` supplying $a+b=1$, and `hx`, `hy` are the two lower bounds.

```lean
/-- The smallest face gap is a concave function of the position of the centre. -/
theorem inscribedRadius_concave [Fintype ι] [Nonempty ι] (n : ι → E) (h : ι → ℝ) :
    ConcaveOn ℝ Set.univ (inscribedRadius n h) := by
  refine ⟨convex_univ, fun x _ y _ a b ha hb hab => ?_⟩
  rw [le_inscribedRadius_iff]
  intro i
  have hx := (le_inscribedRadius_iff n h x _).mp le_rfl i
  have hy := (le_inscribedRadius_iff n h y _).mp le_rfl i
  -- each face gap is affine in the centre
  have e : faceGap n h (a • x + b • y) i = a * faceGap n h x i + b * faceGap n h y i := by
    unfold faceGap
    rw [inner_add_right, real_inner_smul_right, real_inner_smul_right]
    linear_combination (-(h i)) * hab
  rw [e, smul_eq_mul, smul_eq_mul]
  exact add_le_add (mul_le_mul_of_nonneg_left hx ha) (mul_le_mul_of_nonneg_left hy hb)
```

The statement holds on the whole space and for normals of any length, but $\rho$ is a radius only for unit normals and centres in the cell. It does not say that a best centre exists or is unique: in a half-space $\rho$ grows without bound, and in a long rectangular box many centres tie.

Q: What I care about physically is that neighbouring spheres do not overlap. That involves two cells.

A: Take cell A with normals $n^A$, offsets $h^A$ and a ball of centre $c_A$ and radius $R_A\ge0$ inside it, and likewise cell B. Suppose face $i$ of A has a unit normal $n=n^A_i$ and face $j$ of B has the opposite one, `nB j = -nA i`. Cell A lies in $\langle n,x\rangle\le h^A_i$ and cell B in $\langle n,x\rangle\ge -h^B_j$. The hypothesis `hA i + hB j ≤ 0` says that the plane of B is not on A's side of the plane of A: equality is a shared plane, and a negative sum is an empty slab between the cells. The one-face result gives

$$R_A\le h^A_i-\langle n,c_A\rangle,\qquad R_B\le h^B_j+\langle n,c_B\rangle.$$

Adding them and using Cauchy–Schwarz,

$$R_A+R_B\le h^A_i+h^B_j+\langle n,c_B-c_A\rangle\le\|c_B-c_A\|.$$

These are `h1`, `h2` and `h3`, summed by `linarith`.

```lean
/-- Let two cells have opposite unit normals on faces `i` and `j` with offsets summing to at
most zero. Balls contained in the two cells have radii summing to at most the distance of
their centres. -/
theorem radii_add_le_dist (nA : ι → E) (hA : ι → ℝ) (nB : κ → E) (hB : κ → ℝ) (i : ι) (j : κ)
    (hunit : ‖nA i‖ = 1) (hopp : nB j = -nA i) (hoff : hA i + hB j ≤ 0)
    {cA cB : E} {RA RB : ℝ} (hRA : 0 ≤ RA) (hRB : 0 ≤ RB)
    (hinA : closedBall cA RA ⊆ cell nA hA) (hinB : closedBall cB RB ⊆ cell nB hB) :
    RA + RB ≤ ‖cB - cA‖ := by
  have h1 := (ball_subset_halfspace_iff (nA i) cA (hA i) hRA).mp fun x hx => hinA hx i
  have h2 := (ball_subset_halfspace_iff (nB j) cB (hB j) hRB).mp fun x hx => hinB hx j
  rw [hopp, norm_neg, inner_neg_left, hunit] at h2
  rw [hunit] at h1
  -- the separation along the normal is at most the distance
  have h3 := real_inner_le_norm (nA i) (cB - cA)
  rw [inner_sub_right, hunit] at h3
  linarith
```

This is the usual non-overlap inequality, with touching allowed. The separating pair of faces is assumed, only those two normals are constrained, and the converse is not claimed: two spheres can satisfy the inequality while one of them crosses the plane.

Q: And a centrally symmetric cell with the atom displaced from the middle?

A: Let the cell be $|\langle v_k,x\rangle|\le w_k$ for unit vectors $v_k$ and half-widths $w_k$, with $k$ labelling pairs of parallel faces placed symmetrically about the origin. Each pair is two half-spaces with normals $v_k$ and $-v_k$ and the same offset $w_k$. They give $R\le w_k-\langle v_k,c\rangle$ and $R\le w_k+\langle v_k,c\rangle$, which together are $R+|\langle v_k,c\rangle|\le w_k$. The forward branch of the proof applies the one-face result to `v k` and `-v k` and merges the two bounds in `h4`. The backward branch applies the first lemma to both vectors and bounds $\pm\langle v_k,c\rangle$ by the absolute value. In a cube of edge $L$ centred at the origin, $w_k=L/2$, and an atom shifted by $\delta$ along one axis admits $R\le L/2-|\delta|$.

```lean
/-- For a cell bounded by pairs of parallel faces, `|⟪v k, x⟫| ≤ w k` with unit vectors `v k`,
the ball of radius `R ≥ 0` about `c` fits exactly when `R + |⟪v k, c⟫| ≤ w k` for all `k`. -/
theorem ball_subset_slabs_iff (v : ι → E) (w : ι → ℝ) (hv : ∀ k, ‖v k‖ = 1) (c : E) {R : ℝ}
    (hR : 0 ≤ R) :
    closedBall c R ⊆ {x | ∀ k, |⟪v k, x⟫_ℝ| ≤ w k} ↔ ∀ k, R + |⟪v k, c⟫_ℝ| ≤ w k := by
  constructor
  · intro hsub k
    have h1 := (ball_subset_halfspace_iff (v k) c (w k) hR).mp fun x hx =>
      (abs_le.mp (hsub hx k)).2
    have h2 := (ball_subset_halfspace_iff (-v k) c (w k) hR).mp fun x hx => by
      have h3 := (abs_le.mp (hsub hx k)).1
      show ⟪-v k, x⟫_ℝ ≤ w k
      rw [inner_neg_left]
      linarith
    rw [norm_neg, inner_neg_left, hv k] at h2
    rw [hv k] at h1
    have h4 : |⟪v k, c⟫_ℝ| ≤ w k - R := abs_le.mpr ⟨by linarith, by linarith⟩
    linarith
  · intro hle x hx k
    have h1 := inner_le_of_mem_ball (v k) hx
    have h2 := inner_le_of_mem_ball (-v k) hx
    rw [norm_neg, inner_neg_left, inner_neg_left, hv k] at h2
    rw [hv k] at h1
    have h3 := hle k
    have h4 := le_abs_self ⟪v k, c⟫_ℝ
    have h5 := neg_abs_le ⟪v k, c⟫_ℝ
    exact abs_le.mpr ⟨by linarith, by linarith⟩

end

end MuffinTinRadius
```

Q: How does this look in a program?

A: It is a loop over candidate planes that keeps a running minimum. What follows is arithmetic set beside the theorems, and Lean was not asked about it. For a Voronoi cell of an atom at $c$ with another atom at $c+d_i$, the bisecting plane has $n_i=d_i/\|d_i\|$ and $h_i=\langle n_i,c\rangle+\|d_i\|/2$, so $g_i(c)=\|d_i\|/2$ and $\rho$ is half the smallest $\|d_i\|$. Planes that do not contribute a face may stay in the list, since they leave the cell unchanged.

If the planes are stored with unnormalised normals $m_i$ and offsets $p_i$, as $\langle m_i,x\rangle\le p_i$, then `ball_subset_halfspace_iff` says that the bound on $R$ is $(p_i-\langle m_i,c\rangle)/\|m_i\|$ for $m_i\ne0$. Take the Wigner–Seitz cell about the origin of a body-centred cubic lattice with cube edge $L$ and Cartesian coordinates $x_1,x_2,x_3$. The plane bisecting the line to the body centre is $x_1+x_2+x_3\le 3L/4$ with $\|m_i\|=\sqrt3$, so the normalised gap is $\sqrt3L/4\approx0.433\,L$. The plane $x_1\le L/2$ has gap $L/2$. The first is the smaller and fixes the radius, whereas comparing the raw offsets $3L/4$ and $L/2$ would select the second and give a sphere that leaves the cell.

When the centre is free and the planes are fixed, the main theorem turns the search into a linear programme in the unknowns $c$ and $R$: maximise $R$ subject to $\langle n_i,c\rangle+R\le h_i$ for all $i$ and $R\ge0$. The theorems are about exact real numbers, so a floating-point code needs a tolerance or a slightly reduced radius when spheres touch.

```lean
#print axioms MuffinTinRadius.inscribed_sphere_touches_face
-- 'MuffinTinRadius.inscribed_sphere_touches_face' depends on axioms: [propext, Classical.choice, Quot.sound]
#print axioms MuffinTinRadius.inscribedRadius_concave
-- 'MuffinTinRadius.inscribedRadius_concave' depends on axioms: [propext, Classical.choice, Quot.sound]
#print axioms MuffinTinRadius.radii_add_le_dist
-- 'MuffinTinRadius.radii_add_le_dist' depends on axioms: [propext, Classical.choice, Quot.sound]
#print axioms MuffinTinRadius.ball_subset_slabs_iff
-- 'MuffinTinRadius.ball_subset_slabs_iff' depends on axioms: [propext, Classical.choice, Quot.sound]
```
